# The growing Poisson–Boltzmann branch from a positive potential diverges at a finite distance

A shooting calculation that starts on the growing branch can overflow before it reaches the far boundary, because the exact solution diverges at a finite distance. If the boundary lies at or beyond that distance, refining the steps will not cure the failure. For the planar model and the one starting slope defined below, the formula proved here lets one check this in advance.

The setting is mean-field theory for a symmetric electrolyte at a flat surface. Here \(\psi\) is the electrostatic potential in units of \(k_BT/ze\) for ions of charge \(\pm ze\), measured from the neutral bulk where both ion densities equal \(n\) (in SI units \(\kappa^2=2z^2e^2n/\varepsilon k_BT\), with \(\varepsilon\) the permittivity of the solvent), \(x\) the distance from the surface, \(\kappa>0\) the inverse screening length and \(p>0\) the starting potential. The Poisson–Boltzmann equation is \(\psi''=\kappa^2\sinh\psi\), and the growing branch has starting slope \(2\kappa\sinh(p/2)\).

In Lean 4 with Mathlib:

```lean
import Mathlib

open Set Filter Topology

namespace PoissonBoltzmannShooting

noncomputable section
```

This loads Mathlib and opens a namespace for the names below.

```lean
/-- The distance `L = -(1/κ) ln tanh(p/4)` for inverse screening length `κ` and
starting potential `p`. -/
def blowUpDistance (κ p : ℝ) : ℝ := -(1 / κ) * Real.log (Real.tanh (p / 4))
```

Write \(t=\tanh(p/4)\). The definition reads \(L=-\frac1\kappa\ln t\), which is positive because \(0<t<1\).

```lean
/-- The potential `ψ` starts at `p` and obeys `ψ' = 2 κ sinh(ψ/2)` on `[0, R]`,
with one-sided derivatives at the end points. -/
def IsGrowingBranch (κ p R : ℝ) (ψ : ℝ → ℝ) : Prop :=
  ψ 0 = p ∧ ∀ x ∈ Icc 0 R,
    HasDerivWithinAt ψ (2 * κ * Real.sinh (ψ x / 2)) (Icc 0 R) x
```

This says what a solution is: \(\psi(0)=p\) and \(\psi'=2\kappa\sinh(\psi/2)\) on \([0,R]\), written `Icc 0 R`. Although `ψ` is a function on the whole line, `HasDerivWithinAt` uses only its values in the interval. At \(R=0\) the derivative condition is empty.

```lean
/-- The explicit potential `2 [ln(1 + a) - ln(1 - a)]` with `a = tanh(p/4) exp(κ x)`. -/
def growingProfile (κ p x : ℝ) : ℝ :=
  2 * (Real.log (1 + Real.tanh (p / 4) * Real.exp (κ * x))
    - Real.log (1 - Real.tanh (p / 4) * Real.exp (κ * x)))
```

With \(a(x)=t\,e^{\kappa x}\), this is the candidate \(\varphi(x)=2[\ln(1+a)-\ln(1-a)]\).

```lean
lemma one_add_tanh (q : ℝ) : 1 + Real.tanh q = Real.exp q / Real.cosh q := by
  have hc := (Real.cosh_pos q).ne'
  rw [Real.tanh_eq_sinh_div_cosh, ← Real.cosh_add_sinh, add_div, div_self hc]
```

In ordinary notation, \(1+\tanh q=e^{q}/\cosh q\), since \(\cosh q+\sinh q=e^q\).

```lean
lemma one_sub_tanh (q : ℝ) : 1 - Real.tanh q = Real.exp (-q) / Real.cosh q := by
  have hc := (Real.cosh_pos q).ne'
  rw [Real.tanh_eq_sinh_div_cosh, ← Real.cosh_sub_sinh, sub_div, div_self hc]
```

Likewise \(1-\tanh q=e^{-q}/\cosh q\), which is positive.

```lean
lemma tanh_quarter_pos {p : ℝ} (hp : 0 < p) : 0 < Real.tanh (p / 4) := by
  rw [Real.tanh_eq_sinh_div_cosh]
  exact div_pos (Real.sinh_pos_iff.2 (by linarith)) (Real.cosh_pos _)
```

A positive \(p\) gives \(t>0\), so \(\ln t\) is meaningful.

```lean
/-- A potential `v` is recovered from `tanh(v/4)` by a difference of logarithms. -/
theorem potential_of_tanh (v : ℝ) :
    2 * (Real.log (1 + Real.tanh (v / 4)) - Real.log (1 - Real.tanh (v / 4))) = v := by
  have hc := (Real.cosh_pos (v / 4)).ne'
  rw [one_add_tanh, one_sub_tanh, Real.log_div (Real.exp_ne_zero _) hc,
    Real.log_div (Real.exp_ne_zero _) hc, Real.log_exp, Real.log_exp]
  ring
```

This inverts \(\tanh\). Dividing the two identities gives \(\frac{1+\tanh(v/4)}{1-\tanh(v/4)}=e^{v/2}\), and twice the logarithm is \(v\). The proof takes the logarithms separately, and `ring` finishes the algebra.

```lean
/-- A position `x` lies before `L` exactly when `tanh(p/4) exp(κ x)` is below one. -/
theorem lt_blowUpDistance_iff {κ p : ℝ} (hκ : 0 < κ) (hp : 0 < p) (x : ℝ) :
    x < blowUpDistance κ p ↔ Real.tanh (p / 4) * Real.exp (κ * x) < 1 := by
  have h : Real.tanh (p / 4) * Real.exp (κ * x)
      = Real.exp (Real.log (Real.tanh (p / 4)) + κ * x) := by
    rw [Real.exp_add, Real.exp_log (tanh_quarter_pos hp)]
  have hL : κ * blowUpDistance κ p = -Real.log (Real.tanh (p / 4)) := by
    unfold blowUpDistance
    rw [← mul_assoc, mul_neg, mul_one_div_cancel hκ.ne', neg_one_mul]
  rw [h, ← Real.exp_zero, Real.exp_lt_exp]
  constructor
  · intro hx
    have := mul_lt_mul_of_pos_left hx hκ
    linarith
  · intro hx
    exact lt_of_mul_lt_mul_left (by linarith) hκ.le
```

Since \(\kappa>0\),
\[
x<L\iff \kappa x<-\ln t\iff \ln t+\kappa x<0\iff t\,e^{\kappa x}<1 .
\]
In the proof, `h` writes the product as one exponential and `hL` computes \(\kappa L\).

```lean
/-- Every potential on the growing branch obeys the Poisson-Boltzmann equation:
the derivative of its slope `2 κ sinh(ψ/2)` is `κ² sinh ψ`. -/
theorem poissonBoltzmann_of_branch {κ p R : ℝ} {ψ : ℝ → ℝ}
    (hψ : IsGrowingBranch κ p R ψ) {x : ℝ} (hx : x ∈ Icc 0 R) :
    HasDerivWithinAt (fun y => 2 * κ * Real.sinh (ψ y / 2))
      (κ ^ 2 * Real.sinh (ψ x)) (Icc 0 R) x := by
  have h0 : HasDerivWithinAt (fun y => ψ y / 2)
      (2 * κ * Real.sinh (ψ x / 2) / 2) (Icc 0 R) x := (hψ.2 x hx).div_const 2
  have h1 := ((Real.hasDerivAt_sinh (ψ x / 2)).comp_hasDerivWithinAt x h0).const_mul (2 * κ)
  refine h1.congr_deriv ?_
  have h2 : Real.sinh (ψ x) = 2 * Real.sinh (ψ x / 2) * Real.cosh (ψ x / 2) := by
    rw [← Real.sinh_two_mul, mul_div_cancel₀ (ψ x) (two_ne_zero)]
  rw [h2]
  ring
```

The first-order law implies the Poisson–Boltzmann equation. Differentiating the slope gives
\[
\psi''=\kappa\cosh(\psi/2)\,\psi'=2\kappa^2\sinh(\psi/2)\cosh(\psi/2)=\kappa^2\sinh\psi .
\]
`h1` is the chain rule and `h2` the double-angle formula.

```lean
lemma hasDerivAt_tanh_aux (y : ℝ) :
    HasDerivAt Real.tanh (1 / Real.cosh y ^ 2) y := by
  have e : Real.tanh = fun z => Real.sinh z / Real.cosh z :=
    funext Real.tanh_eq_sinh_div_cosh
  rw [e]
  refine ((Real.hasDerivAt_sinh y).fun_div (Real.hasDerivAt_cosh y)
    (Real.cosh_pos y).ne').congr_deriv ?_
  congr 1
  linear_combination Real.cosh_sq y
```

This is \(\frac{d}{dy}\tanh y=1/\cosh^2y\), from the quotient rule and \(\cosh^2y-\sinh^2y=1\).

```lean
/-- If `ψ` satisfies `IsGrowingBranch κ p R`, then `tanh(ψ/4) = tanh(p/4) exp(κ x)` on `[0, R]`. -/
theorem tanh_branch {κ p R : ℝ} {ψ : ℝ → ℝ} (hψ : IsGrowingBranch κ p R ψ)
    {x : ℝ} (hx : x ∈ Icc 0 R) :
    Real.tanh (ψ x / 4) = Real.tanh (p / 4) * Real.exp (κ * x) := by
  have alg : ∀ a : ℝ, 1 / Real.cosh a ^ 2 * (2 * κ * Real.sinh (2 * a) / 4)
      = κ * Real.tanh a := by
    intro a
    have hc := (Real.cosh_pos a).ne'
    rw [Real.sinh_two_mul, Real.tanh_eq_sinh_div_cosh]
    field_simp
    ring
  -- the product tanh(ψ/4) exp(-κ x) has zero derivative
  have h3 : ∀ y ∈ Icc 0 R, HasDerivWithinAt
      (fun z => Real.tanh (ψ z / 4) * Real.exp (-(κ * z))) 0 (Icc 0 R) y := by
    intro y hy
    have h0 : HasDerivWithinAt (fun z => ψ z / 4)
        (2 * κ * Real.sinh (ψ y / 2) / 4) (Icc 0 R) y := (hψ.2 y hy).div_const 4
    have h1 : HasDerivWithinAt (fun z => Real.tanh (ψ z / 4))
        (κ * Real.tanh (ψ y / 4)) (Icc 0 R) y := by
      refine ((hasDerivAt_tanh_aux (ψ y / 4)).comp_hasDerivWithinAt y h0).congr_deriv ?_
      rw [← alg, show 2 * (ψ y / 4) = ψ y / 2 by ring]
    have h2 : HasDerivWithinAt (fun z => Real.exp (-(κ * z)))
        (Real.exp (-(κ * y)) * (-(κ * 1))) (Icc 0 R) y :=
      (((hasDerivAt_id' y).const_mul κ).fun_neg.exp).hasDerivWithinAt
    exact (h1.fun_mul h2).congr_deriv (by ring)
  have key := constant_of_derivWithin_zero
    (fun y hy => (h3 y hy).differentiableWithinAt)
    (fun y hy => (h3 y (Ico_subset_Icc_self hy)).derivWithin
      (uniqueDiffOn_Icc (hy.1.trans_lt hy.2) y (Ico_subset_Icc_self hy))) x hx
  simp only [hψ.1, mul_zero, neg_zero, Real.exp_zero, mul_one] at key
  have e : Real.exp (-(κ * x)) * Real.exp (κ * x) = 1 := by
    rw [← Real.exp_add, neg_add_cancel, Real.exp_zero]
  linear_combination Real.exp (κ * x) * key - Real.tanh (ψ x / 4) * e
```

The variable \(\tanh(\psi/4)\) turns the nonlinear law into a linear one:
\[
\frac{d}{dx}\tanh\frac\psi4=\frac{2\kappa\sinh(\psi/2)}{4\cosh^2(\psi/4)}=\kappa\tanh\frac\psi4 .
\]
Hence \(\tanh(\psi/4)\,e^{-\kappa x}\) has zero derivative and keeps its initial value \(t\), so \(\tanh(\psi(x)/4)=t\,e^{\kappa x}\). In the proof, `alg` is the displayed simplification, `h3` the zero derivative and `key` the constancy. The last line multiplies back by \(e^{\kappa x}\).

```lean
/-- Any potential on the growing branch coincides with the explicit profile. -/
theorem branch_eq_profile {κ p R : ℝ} {ψ : ℝ → ℝ} (hψ : IsGrowingBranch κ p R ψ)
    {x : ℝ} (hx : x ∈ Icc 0 R) : ψ x = growingProfile κ p x := by
  unfold growingProfile
  rw [← tanh_branch hψ hx, potential_of_tanh]
```

Inverting \(\tanh\) gives \(\psi(x)=\varphi(x)\) on \([0,R]\), so the solution is unique there.

```lean
/-- At every position before `L` the explicit profile obeys `ψ' = 2 κ sinh(ψ/2)`. -/
theorem hasDerivAt_profile {κ p x : ℝ} (hκ : 0 < κ) (hp : 0 < p)
    (hx : x < blowUpDistance κ p) :
    HasDerivAt (growingProfile κ p) (2 * κ * Real.sinh (growingProfile κ p x / 2)) x := by
  have ha := mul_pos (tanh_quarter_pos hp) (Real.exp_pos (κ * x))
  have ha1 := (lt_blowUpDistance_iff hκ hp x).1 hx
  have hp1 : 0 < 1 + Real.tanh (p / 4) * Real.exp (κ * x) := by linarith
  have hm1 : 0 < 1 - Real.tanh (p / 4) * Real.exp (κ * x) := by linarith
  have alg : ∀ a : ℝ, 1 + a ≠ 0 → 1 - a ≠ 0 →
      2 * (κ * a / (1 + a) - -(κ * a) / (1 - a))
        = 2 * κ * (((1 + a) / (1 - a) - (1 - a) / (1 + a)) / 2) := by
    intro a h1 h2
    field_simp
    ring
  have hE : HasDerivAt (fun y => Real.tanh (p / 4) * Real.exp (κ * y))
      (κ * (Real.tanh (p / 4) * Real.exp (κ * x))) x :=
    ((((hasDerivAt_id' x).const_mul κ).exp).const_mul (Real.tanh (p / 4))).congr_deriv
      (by ring)
  have h1 := (hE.const_add 1).log hp1.ne'
  have h2 := (hE.const_sub 1).log hm1.ne'
  refine ((h1.fun_sub h2).const_mul 2).congr_deriv ?_
  have e : growingProfile κ p x / 2
      = Real.log (1 + Real.tanh (p / 4) * Real.exp (κ * x))
        - Real.log (1 - Real.tanh (p / 4) * Real.exp (κ * x)) := by
    unfold growingProfile
    ring
  rw [e, Real.sinh_eq, neg_sub, Real.exp_sub, Real.exp_sub, Real.exp_log hp1,
    Real.exp_log hm1]
  exact alg _ hp1.ne' hm1.ne'
```

Conversely, \(\varphi\) obeys the law at every \(x<L\), where \(0<a<1\). Since \(a'=\kappa a\),
\[
\varphi'=2\kappa\left(\frac{a}{1+a}+\frac{a}{1-a}\right)=\frac{4\kappa a}{1-a^2},
\]
\[
2\kappa\sinh\frac\varphi2=\kappa\left(\frac{1+a}{1-a}-\frac{1-a}{1+a}\right)=\frac{4\kappa a}{1-a^2}.
\]
`alg` proves that the two expressions agree; `h1` and `h2` differentiate the logarithms.

```lean
/-- The growing branch with starting potential `p > 0` has a differentiable solution
on `[0, R]` exactly when `R < L = -(1/κ) ln tanh(p/4)`. -/
theorem exists_branch_iff {κ p R : ℝ} (hκ : 0 < κ) (hp : 0 < p) (hR : 0 ≤ R) :
    (∃ ψ, IsGrowingBranch κ p R ψ) ↔ R < blowUpDistance κ p := by
  constructor
  · rintro ⟨ψ, hψ⟩
    -- a finite potential has tanh(ψ/4) < 1
    rw [lt_blowUpDistance_iff hκ hp, ← tanh_branch hψ (right_mem_Icc.2 hR)]
    have h := div_pos (Real.exp_pos (-(ψ R / 4))) (Real.cosh_pos (ψ R / 4))
    rw [← one_sub_tanh] at h
    linarith
  · intro h
    refine ⟨growingProfile κ p, ?_, fun x hx =>
      (hasDerivAt_profile hκ hp (hx.2.trans_lt h)).hasDerivWithinAt⟩
    unfold growingProfile
    rw [mul_zero, Real.exp_zero, mul_one, potential_of_tanh]
```

For \(R\ge0\), a solution on \([0,R]\) exists (`∃`) if and only if (`↔`) \(R<L\). `constructor` splits the proof into two directions. If a solution reaches \(R\), then \(t\,e^{\kappa R}=\tanh(\psi(R)/4)<1\), so \(R<L\). If \(R<L\), then \(\varphi\) is a solution, and \(\varphi(0)=p\).

The theorem is about the first-order law, while a shooting trial started on this branch solves \(\psi''=\kappa^2\sinh\psi\) from \(\psi(0)=p\) and \(\psi'(0)=2\kappa\sinh(p/2)\). The two agree, by an argument not formalised here. The quantity \(\psi'^2-4\kappa^2\sinh^2(\psi/2)\) has zero derivative and starts at zero. Both \(\psi\) and \(\psi'\) start positive and stay positive, because \(\psi''>0\) while \(\psi>0\). Taking the positive root gives \(\psi'=2\kappa\sinh(\psi/2)\). In this planar mean-field model, no exact solution with this starting slope therefore reaches a simulation boundary at or beyond \(L\). A calculation with coarse steps may still return a finite number there, but it does not approximate a solution. Other starting slopes are not treated.

The sign of \(\kappa\) matters. For \(\kappa=-1\) and \(p>0\) the law describes a decaying potential, \(\tanh(\psi/4)=t\,e^{-x}\), which exists on every \([0,R]\). Yet the formula gives \(L=\ln t<0\), so the equivalence fails.

```lean
/-- The explicit profile grows without bound as the position approaches `L` from below. -/
theorem profile_tendsto_atTop {κ p : ℝ} (hκ : 0 < κ) (hp : 0 < p) :
    Tendsto (growingProfile κ p) (𝓝[<] (blowUpDistance κ p)) atTop := by
  have ht := tanh_quarter_pos hp
  have hL : 1 - Real.tanh (p / 4) * Real.exp (κ * blowUpDistance κ p) = 0 := by
    have h : κ * blowUpDistance κ p = -Real.log (Real.tanh (p / 4)) := by
      unfold blowUpDistance
      rw [← mul_assoc, mul_neg, mul_one_div_cancel hκ.ne', neg_one_mul]
    rw [h, Real.exp_neg, Real.exp_log ht, mul_inv_cancel₀ ht.ne', sub_self]
  have hc : Continuous fun x => 1 - Real.tanh (p / 4) * Real.exp (κ * x) := by fun_prop
  have h0 : Tendsto (fun x => 1 - Real.tanh (p / 4) * Real.exp (κ * x))
      (𝓝[<] (blowUpDistance κ p)) (𝓝[>] 0) := by
    refine tendsto_nhdsWithin_iff.2 ⟨?_, ?_⟩
    · have h := hc.tendsto (blowUpDistance κ p)
      rw [hL] at h
      exact h.mono_left nhdsWithin_le_nhds
    · filter_upwards [self_mem_nhdsWithin] with x hx
      exact sub_pos.2 ((lt_blowUpDistance_iff hκ hp x).1 hx)
  -- the term -ln(1 - a) diverges and bounds the profile from below
  refine tendsto_atTop_mono' _ ?_
    (tendsto_neg_atBot_atTop.comp (Real.tendsto_log_nhdsGT_zero.comp h0))
  filter_upwards [self_mem_nhdsWithin] with x hx
  have ha := mul_pos ht (Real.exp_pos (κ * x))
  have ha1 := (lt_blowUpDistance_iff hκ hp x).1 hx
  have h1 := Real.log_nonneg
    (show 1 ≤ 1 + Real.tanh (p / 4) * Real.exp (κ * x) by linarith)
  have h2 := Real.log_nonpos
    (show 0 ≤ 1 - Real.tanh (p / 4) * Real.exp (κ * x) by linarith) (by linarith)
  simp only [Function.comp_apply, growingProfile]
  linarith

end

end PoissonBoltzmannShooting
```

`Tendsto` with `𝓝[<]` is the limit from the left: \(\varphi(x)\to+\infty\) as \(x\to L^-\). There \(a\to1\) from below, and \(\ln(1+a)\ge0\ge\ln(1-a)\) gives \(\varphi\ge-\ln(1-a)\), which diverges. `h0` is the limit \(1-a\to0^+\), and the final steps supply the lower bound.

```lean
#print axioms PoissonBoltzmannShooting.poissonBoltzmann_of_branch
-- 'PoissonBoltzmannShooting.poissonBoltzmann_of_branch' depends on axioms: [propext, Classical.choice, Quot.sound]
#print axioms PoissonBoltzmannShooting.branch_eq_profile
-- 'PoissonBoltzmannShooting.branch_eq_profile' depends on axioms: [propext, Classical.choice, Quot.sound]
#print axioms PoissonBoltzmannShooting.exists_branch_iff
-- 'PoissonBoltzmannShooting.exists_branch_iff' depends on axioms: [propext, Classical.choice, Quot.sound]
#print axioms PoissonBoltzmannShooting.profile_tendsto_atTop
-- 'PoissonBoltzmannShooting.profile_tendsto_atTop' depends on axioms: [propext, Classical.choice, Quot.sound]
```
